# The hopping and density channels of a fermion bond decouple its interaction under the same condition, $\cosh\lambda=e^{\Delta\tau V/2}$

Q: With a mismatched field coupling, an auxiliary-field Monte Carlo run can converge to a wrong answer, and more sampling doesn't help. Take modes $a,b$ with densities $n_a=a^\dagger a$, $n_b=b^\dagger b$, interaction strength $V$ and time step $\Delta\tau$. I know the coupling $\lambda$ for a field $s=\pm1$ attached to $M=n_a-n_b$. Why should it also serve for the hopping $K=e^{i\phi}a^\dagger b+e^{-i\phi}b^\dagger a$?

A: Because $K^2=M^2$ and $K^3=K$. The same holds for every mixture $A=\cos\theta\,M+\sin\theta\,K$ with real $\theta,\phi$, and

$$e^{-\Delta\tau V(n_a-\frac12)(n_b-\frac12)}=\tfrac12e^{-\Delta\tau V/4}\left(e^{\lambda A}+e^{-\lambda A}\right)$$

holds exactly when $\cosh\lambda=e^{\Delta\tau V/2}$.

Q: Are the modes in the formal statement really fermions, or just convenient matrices?

A: They are square complex matrices of finite size, with `ᴴ` as the adjoint. `IsFermionPair` requires the canonical anticommutation relations and nothing else.

```lean
import Mathlib

open Matrix

namespace BondHubbardStratonovich

noncomputable section

variable {n : Type*} [Fintype n] [DecidableEq n]

/-- Two fermion modes with annihilation matrices `a`, `b` obeying the canonical
anticommutation relations. -/
structure IsFermionPair (a b : Matrix n n ℂ) : Prop where
  sq₁ : a * a = 0
  sq₂ : b * b = 0
  anti : a * b + b * a = 0
  car₁ : a * aᴴ + aᴴ * a = 1
  car₂ : b * bᴴ + bᴴ * b = 1
  mix : a * bᴴ + bᴴ * a = 0
```

Q: My lattice has more than two modes.

A: The matrices may act on the whole finite Fock space; only the relations for this pair are used. The operators are then defined as you would write them. First the density:

```lean
/-- The occupation number `a† a` of a mode. -/
def number (a : Matrix n n ℂ) : Matrix n n ℂ := aᴴ * a
```

Next come the directed hopping $T=a^\dagger b$, whose adjoint is $S=b^\dagger a$, and the density difference $M$:

```lean
/-- The directed hopping term `a† b`. -/
def hop (a b : Matrix n n ℂ) : Matrix n n ℂ := aᴴ * b

/-- The density difference of the two modes. -/
def imbalance (a b : Matrix n n ℂ) : Matrix n n ℂ := number a - number b
```

Then $K$, the mixture $A$ and the interaction, with the half-filling shifts included:

```lean
/-- The bond hopping operator `K = exp(iφ) a† b + exp(-iφ) b† a`. -/
def bondHop (φ : ℝ) (a b : Matrix n n ℂ) : Matrix n n ℂ :=
  Complex.exp (Complex.I * φ) • hop a b + Complex.exp (-(Complex.I * φ)) • hop b a

/-- The mixed channel `cos θ (n_a - n_b) + sin θ K`. -/
def channel (θ φ : ℝ) (a b : Matrix n n ℂ) : Matrix n n ℂ :=
  Complex.cos θ • imbalance a b + Complex.sin θ • bondHop φ a b

/-- The density-density interaction `(n_a - 1/2)(n_b - 1/2)`. -/
def interaction (a b : Matrix n n ℂ) : Matrix n n ℂ :=
  (number a - (1 / 2 : ℂ) • 1) * (number b - (1 / 2 : ℂ) • 1)
```

Q: Show me the algebra before the exponentials.

A: Anticommuting operators past each other gives

- $n_a^2=a^\dagger(1-a^\dagger a)a=n_a$, and $n_an_b=n_bn_a$ after an even number of sign changes;
- $n_aT=a^\dagger(1-a^\dagger a)b=T$ and $Tn_a=-a^\dagger a^\dagger ba=0$;
- $n_bT=-b^\dagger a^\dagger bb=0$ and $Tn_b=a^\dagger(1-b^\dagger b)b=T$;
- $TS=a^\dagger(1-b^\dagger b)a=n_a-n_an_b$.

Exchanging the modes gives the relations for $S$. `IsFermionPair.symm` justifies that exchange, taking the adjoint of the mixed relation. In `hop_algebra`, `linear_combination` multiplies the anticommutators by the necessary factors, and `noncomm_ring` checks the result without commuting matrices.

```lean
/-- The anticommutation relations are symmetric under exchange of the two modes. -/
theorem IsFermionPair.symm {a b : Matrix n n ℂ} (h : IsFermionPair a b) :
    IsFermionPair b a := by
  refine ⟨h.sq₂, h.sq₁, by rw [add_comm, h.anti], h.car₂, h.car₁, ?_⟩
  have := congrArg conjTranspose h.mix
  simpa [conjTranspose_add, conjTranspose_mul] using this

/-- Products of the densities and the hopping terms: `n_a` is idempotent and commutes with `n_b`,
and `a† b` moves a particle from mode `b` to mode `a`. -/
theorem IsFermionPair.hop_algebra {a b : Matrix n n ℂ} (h : IsFermionPair a b) :
    number a * number a = number a ∧ number a * number b = number b * number a ∧
    number a * hop a b = hop a b ∧ hop a b * number a = 0 ∧
    number b * hop a b = 0 ∧ hop a b * number b = hop a b ∧
    hop a b * hop b a = number a - number a * number b := by
  have sqd : aᴴ * aᴴ = 0 := by rw [← conjTranspose_mul, h.sq₁, conjTranspose_zero]
  have antid : aᴴ * bᴴ + bᴴ * aᴴ = 0 := by
    rw [← conjTranspose_mul, ← conjTranspose_mul, ← conjTranspose_add, add_comm, h.anti,
      conjTranspose_zero]
  have mixd := h.symm.mix
  unfold number hop
  refine ⟨?_, ?_, ?_, ?_, ?_, ?_, ?_⟩
  · linear_combination (norm := noncomm_ring) aᴴ * h.car₁ * a - aᴴ * aᴴ * h.sq₁
  · linear_combination (norm := noncomm_ring)
      aᴴ * h.mix * b - aᴴ * bᴴ * h.anti + antid * b * a - bᴴ * mixd * a
  · linear_combination (norm := noncomm_ring) aᴴ * h.car₁ * b - sqd * a * b
  · linear_combination (norm := noncomm_ring) aᴴ * mixd * a - sqd * b * a
  · linear_combination (norm := noncomm_ring) bᴴ * mixd * b - bᴴ * aᴴ * h.sq₂
  · linear_combination (norm := noncomm_ring) aᴴ * h.car₂ * b - aᴴ * bᴴ * h.sq₂
  · linear_combination (norm := noncomm_ring)
      aᴴ * h.car₂ * a + aᴴ * h.mix * b - aᴴ * bᴴ * h.anti
```

Q: And the squares?

A: From the list, $MT=T$, $TM=-T$, $MS=-S$ and $SM=S$. Also $T^2=T(n_aT)=(Tn_a)T=0$, and likewise $S^2=0$. The phases in $K^2$ therefore cancel:

$$K^2=TS+ST=n_a+n_b-2n_an_b=M^2.$$

Moreover $MK=e^{i\phi}T-e^{-i\phi}S=-KM$, so the cross terms in $A^2$ vanish and $A^2=(\cos^2\theta+\sin^2\theta)M^2=M^2$.

For the cube, $TM^2=T$, $SM^2=S$ and $M^3=M(TS+ST)=TS-ST=M$. Hence $A^3=AM^2=A$. In the proof, `key` does the squaring with general coefficients, and `hM3`, `hT3` and `hS3` supply the cube.

```lean
/-- Every mixed channel squares to `(n_a - n_b)²` and equals its own cube. -/
theorem IsFermionPair.channel_algebra {a b : Matrix n n ℂ} (h : IsFermionPair a b)
    (θ φ : ℝ) : channel θ φ a b ^ 2 = imbalance a b ^ 2 ∧
      channel θ φ a b ^ 3 = channel θ φ a b := by
  obtain ⟨hx, hc, h1, h2, h3, h4, h5⟩ := h.hop_algebra
  obtain ⟨hy, -, g1, g2, g3, g4, g5⟩ := h.symm.hop_algebra
  have hTT : hop a b * hop a b = 0 := by
    calc hop a b * hop a b = hop a b * (number a * hop a b) := by rw [h1]
      _ = 0 := by rw [← mul_assoc, h2, zero_mul]
  have hSS : hop b a * hop b a = 0 := by
    calc hop b a * hop b a = hop b a * (number b * hop b a) := by rw [g1]
      _ = 0 := by rw [← mul_assoc, g2, zero_mul]
  -- the density difference anticommutes with both hopping terms
  have hMT : imbalance a b * hop a b = hop a b := by
    rw [imbalance, sub_mul, h1, h3, sub_zero]
  have hTM : hop a b * imbalance a b = -hop a b := by
    rw [imbalance, mul_sub, h2, h4, zero_sub]
  have hMS : imbalance a b * hop b a = -hop b a := by
    rw [imbalance, sub_mul, g3, g1, zero_sub]
  have hSM : hop b a * imbalance a b = hop b a := by
    rw [imbalance, mul_sub, g4, g2, sub_zero]
  have hMM : imbalance a b * imbalance a b = hop a b * hop b a + hop b a * hop a b := by
    rw [h5, g5]
    unfold imbalance
    linear_combination (norm := noncomm_ring) hx + hy
  have hM3 : imbalance a b * (imbalance a b * imbalance a b) = imbalance a b := by
    rw [hMM, mul_add, ← mul_assoc, ← mul_assoc, hMT, hMS, neg_mul, h5, g5, hc, imbalance]
    abel
  have hT3 : hop a b * (imbalance a b * imbalance a b) = hop a b := by
    rw [← mul_assoc, hTM, neg_mul, hTM, neg_neg]
  have hS3 : hop b a * (imbalance a b * imbalance a b) = hop b a := by
    rw [← mul_assoc, hSM, hSM]
  have key : ∀ c s p q : ℂ, p * q = 1 → s ^ 2 + c ^ 2 = 1 →
      (c • imbalance a b + s • (p • hop a b + q • hop b a)) ^ 2 = imbalance a b ^ 2 := by
    intro c s p q hpq hcs
    have hco : c * c + s * s * (p * q) = 1 := by rw [hpq]; linear_combination hcs
    simp only [pow_two, add_mul, mul_add, smul_mul_assoc, mul_smul_comm, hTT, hSS, hMT,
      hTM, hMS, hSM, hMM]
    linear_combination (norm := module) hco • (hop a b * hop b a + hop b a * hop a b)
  have hsq : channel θ φ a b ^ 2 = imbalance a b ^ 2 :=
    key _ _ _ _ (by rw [← Complex.exp_add, add_neg_cancel, Complex.exp_zero])
      (Complex.sin_sq_add_cos_sq _)
  refine ⟨hsq, ?_⟩
  have h3' : channel θ φ a b ^ 3 = channel θ φ a b * channel θ φ a b ^ 2 := pow_succ' _ 2
  rw [h3', hsq, pow_two]
  simp only [channel, bondHop, add_mul, smul_mul_assoc, hM3, hT3, hS3]
```

Q: Where does the exponential enter? I don't want a truncation in $\Delta\tau$.

A: There is none. `NormedSpace.exp` is the full matrix exponential. If $P^2=P$, every positive power of $P$ is $P$, so for complex $t$

$$e^{tP}=1+\sum_{k\ge1}\frac{t^k}{k!}P=1+(e^t-1)P.$$

The Lean proof sums the scalar series times $P$ and corrects the zeroth term by $1-P$.

```lean
/-- The exponential of a multiple of an idempotent matrix. -/
theorem exp_idempotent {P : Matrix n n ℂ} (hP : P * P = P) (t : ℂ) :
    NormedSpace.exp (t • P) = 1 + (Complex.exp t - 1) • P := by
  have hpow : ∀ k : ℕ, P ^ (k + 1) = P := by
    intro k
    induction k with
    | zero => simp
    | succ k ih => rw [pow_succ, ih, hP]
  have h : HasSum (fun k : ℕ => t ^ k / (k.factorial : ℂ)) (Complex.exp t) := by
    rw [Complex.exp_eq_exp_ℂ]
    exact NormedSpace.expSeries_div_hasSum_exp t
  have hs := (h.smul_const P).add (hasSum_ite_eq (0 : ℕ) (1 - P))
  have hrep : NormedSpace.exp (t • P)
      = ∑' k : ℕ, ((k.factorial : ℂ)⁻¹) • (t • P) ^ k := by
    rw [NormedSpace.exp_eq_tsum (𝕂 := ℂ)]
  -- every term of the series after the zeroth is a multiple of `P`
  have hterm : (fun k : ℕ => ((k.factorial : ℂ)⁻¹) • (t • P) ^ k)
      = fun k : ℕ => (t ^ k / (k.factorial : ℂ)) • P + if k = 0 then 1 - P else 0 := by
    funext k
    cases k with
    | zero => simp
    | succ k =>
      rw [smul_pow, hpow, smul_smul, if_neg (Nat.succ_ne_zero k), add_zero, div_eq_mul_inv,
        mul_comm]
  rw [hrep, hterm]
  exact hs.tsum_eq.trans (by module)
```

For $A^3=A$, put $P=(A^2+A)/2$ and $Q=(A^2-A)/2$. Since $A^4=A^2$, these are idempotents with $PQ=QP=0$, and $A=P-Q$. Thus

$$e^{tA}=e^{tP}e^{-tQ}=1+(e^t-1)P+(e^{-t}-1)Q=1+\sinh t\,A+(\cosh t-1)A^2.$$

The lemma follows these lines, with `module` collecting the scalar coefficients.

```lean
/-- The exponential of a multiple of a matrix with `A³ = A`. -/
theorem exp_tripotent {A : Matrix n n ℂ} (h : A ^ 3 = A) (t : ℂ) :
    NormedSpace.exp (t • A) = 1 + Complex.sinh t • A + (Complex.cosh t - 1) • A ^ 2 := by
  have hA : A * A * A = A := by rw [← pow_three', h]
  have hA' : A * (A * A) = A := by rw [← mul_assoc, hA]
  have h4 : A * A * (A * A) = A * A := by rw [← mul_assoc, hA]
  -- projections on the eigenvalues 1 and -1
  obtain ⟨P, hP⟩ : ∃ P, P = (1 / 2 : ℂ) • (A * A + A) := ⟨_, rfl⟩
  obtain ⟨Q, hQ⟩ : ∃ Q, Q = (1 / 2 : ℂ) • (A * A - A) := ⟨_, rfl⟩
  have hPP : P * P = P := by
    rw [hP]
    simp only [smul_mul_assoc, mul_smul_comm, mul_add, add_mul, h4, hA', hA]
    module
  have hQQ : Q * Q = Q := by
    rw [hQ]
    simp only [smul_mul_assoc, mul_smul_comm, mul_sub, sub_mul, h4, hA', hA]
    module
  have hPQ : P * Q = 0 := by
    rw [hP, hQ]
    simp only [smul_mul_assoc, mul_smul_comm, mul_sub, add_mul, h4, hA', hA]
    module
  have hQP : Q * P = 0 := by
    rw [hP, hQ]
    simp only [smul_mul_assoc, mul_smul_comm, mul_add, sub_mul, h4, hA', hA]
    module
  have hc : Commute P Q := hPQ.trans hQP.symm
  have hs : t • A = t • P + (-t) • Q := by rw [hP, hQ]; module
  rw [hs, Matrix.exp_add_of_commute _ _ ((hc.smul_left t).smul_right (-t)),
    exp_idempotent hPP, exp_idempotent hQQ]
  simp only [mul_add, add_mul, mul_one, one_mul, smul_mul_assoc, mul_smul_comm, hPQ,
    smul_zero, add_zero]
  rw [hP, hQ, Complex.sinh, Complex.cosh, pow_two]
  module
```

Q: The interaction is still a two-body operator.

A: Yes, but it is a function of $M^2$:

$$(n_a-\tfrac12)(n_b-\tfrac12)=n_an_b-\tfrac12(n_a+n_b)+\tfrac14=\tfrac14-\tfrac12M^2.$$

Write $x=\Delta\tau V$. As $M^3=M$, the matrix $M^2$ is idempotent, and the previous formula for idempotents gives

$$e^{-x(n_a-\frac12)(n_b-\frac12)}=e^{-x/4}\left[1+(e^{x/2}-1)M^2\right].$$

`hs` rewrites the exponent this way, and the scalar part commutes with the rest.

```lean
/-- The interaction propagator written through the squared density difference. -/
theorem IsFermionPair.exp_interaction {a b : Matrix n n ℂ} (h : IsFermionPair a b) (x : ℂ) :
    NormedSpace.exp ((-x) • interaction a b) =
      Complex.exp (-x / 4) • (1 + (Complex.exp (x / 2) - 1) • imbalance a b ^ 2) := by
  obtain ⟨hx, hc, -⟩ := h.hop_algebra
  have hy := h.symm.hop_algebra.1
  have hM3 : imbalance a b ^ 3 = imbalance a b := by
    simpa [channel] using (h.channel_algebra 0 0).2
  have hQ : imbalance a b ^ 2 * imbalance a b ^ 2 = imbalance a b ^ 2 := by
    calc imbalance a b ^ 2 * imbalance a b ^ 2 = imbalance a b ^ 3 * imbalance a b := by
          noncomm_ring
      _ = imbalance a b ^ 2 := by rw [hM3, pow_two]
  have hMM : imbalance a b ^ 2 = number a + number b - (2 : ℂ) • (number a * number b) := by
    rw [pow_two, imbalance, sub_mul, mul_sub, mul_sub, hx, hy, ← hc]
    module
  have hs : (-x) • interaction a b
      = (-x / 4) • (1 : Matrix n n ℂ) + (x / 2) • imbalance a b ^ 2 := by
    rw [hMM, interaction]
    simp only [sub_mul, mul_sub, smul_mul_assoc, mul_smul_comm, one_mul, mul_one]
    module
  have hcomm : Commute ((-x / 4) • (1 : Matrix n n ℂ)) ((x / 2) • imbalance a b ^ 2) :=
    ((Commute.one_left _).smul_left _).smul_right _
  have h1 : (1 : Matrix n n ℂ) + (Complex.exp (-x / 4) - 1) • (1 : Matrix n n ℂ)
      = Complex.exp (-x / 4) • (1 : Matrix n n ℂ) := by module
  rw [hs, Matrix.exp_add_of_commute _ _ hcomm,
    exp_idempotent (P := (1 : Matrix n n ℂ)) (mul_one 1), exp_idempotent hQ, h1,
    smul_mul_assoc, one_mul]
```

Q: Now average over the field. Why "exactly when" and not just "if"?

A: The $\sinh$ terms cancel, leaving $e^{-x/4}[1+(\cosh\lambda-1)M^2]$. The two sides agree precisely when $(e^{x/2}-\cosh\lambda)M^2=0$, so we need $M^2\ne0$.

Suppose $M^2=0$. Then $T=M^2T=0$, and

$$b=(aa^\dagger+a^\dagger a)b=aT-Ta=0,$$

which contradicts $bb^\dagger+b^\dagger b=1$ in any nonempty matrix size. That is the role of `[Nonempty n]`. The forward half of the proof is this contradiction; the reverse half substitutes the condition on $\lambda$.

```lean
/-- In every mixed channel the two-valued auxiliary field reproduces the interaction
propagator exactly when `cosh λ = exp(Δτ V / 2)`. -/
theorem IsFermionPair.decoupling_iff [Nonempty n] {a b : Matrix n n ℂ}
    (h : IsFermionPair a b) (θ φ : ℝ) (dtau V lam : ℂ) :
    NormedSpace.exp ((-(dtau * V)) • interaction a b) =
      (Complex.exp (-(dtau * V) / 4) / 2) •
        (NormedSpace.exp (lam • channel θ φ a b) +
          NormedSpace.exp ((-lam) • channel θ φ a b)) ↔
    Complex.cosh lam = Complex.exp (dtau * V / 2) := by
  obtain ⟨hsq, hcube⟩ := h.channel_algebra θ φ
  have hR : NormedSpace.exp (lam • channel θ φ a b) +
      NormedSpace.exp ((-lam) • channel θ φ a b)
      = (2 : ℂ) • (1 + (Complex.cosh lam - 1) • imbalance a b ^ 2) := by
    rw [exp_tripotent hcube lam, exp_tripotent hcube (-lam), Complex.sinh_neg,
      Complex.cosh_neg, hsq]
    module
  rw [h.exp_interaction, hR]
  constructor
  · intro he
    by_contra hne
    have hs : Complex.exp (-(dtau * V) / 4) *
        (Complex.exp (dtau * V / 2) - Complex.cosh lam) ≠ 0 :=
      mul_ne_zero (Complex.exp_ne_zero _) (sub_ne_zero.mpr (Ne.symm hne))
    have h0 : (Complex.exp (-(dtau * V) / 4) *
        (Complex.exp (dtau * V / 2) - Complex.cosh lam)) • imbalance a b ^ 2 = 0 := by
      linear_combination (norm := module) he
    have hM : imbalance a b ^ 2 = 0 := by
      rw [← inv_smul_smul₀ hs (imbalance a b ^ 2), h0, smul_zero]
    -- a vanishing squared density difference would remove the hopping, then the mode `b`
    obtain ⟨-, -, h1, -, h3, -⟩ := h.hop_algebra
    have hMT : imbalance a b * hop a b = hop a b := by
      rw [imbalance, sub_mul, h1, h3, sub_zero]
    have hT : aᴴ * b = 0 := by
      change hop a b = 0
      calc hop a b = imbalance a b * (imbalance a b * hop a b) := by rw [hMT, hMT]
        _ = 0 := by rw [← mul_assoc, ← pow_two, hM, zero_mul]
    have hb : b = 0 := by
      linear_combination (norm := noncomm_ring) a * hT - hT * a + aᴴ * h.anti - h.car₁ * b
    have hcar := h.car₂
    rw [hb] at hcar
    simp at hcar
  · intro hl
    rw [hl]
    module
```

Q: Does this cover attraction as well as repulsion?

A: Yes: `dtau`, `V` and `lam` are complex. For real $\Delta\tau>0$, repulsion permits a real $\lambda$, while attraction permits an imaginary one. Setting $\theta=0$ gives the density channel; $\theta=\pi/2$ gives the hopping channel, stated separately:

```lean
/-- The hopping channel: `K² = (n_a - n_b)²`, `K³ = K`, and an auxiliary field coupled to `K`
decouples the density-density interaction when `cosh λ = exp(Δτ V / 2)`. -/
theorem IsFermionPair.bondHop_decoupling [Nonempty n] {a b : Matrix n n ℂ}
    (h : IsFermionPair a b) (φ : ℝ) {dtau V lam : ℂ}
    (hl : Complex.cosh lam = Complex.exp (dtau * V / 2)) :
    bondHop φ a b ^ 2 = imbalance a b ^ 2 ∧ bondHop φ a b ^ 3 = bondHop φ a b ∧
    NormedSpace.exp ((-(dtau * V)) • interaction a b) =
      (Complex.exp (-(dtau * V) / 4) / 2) •
        (NormedSpace.exp (lam • bondHop φ a b) +
          NormedSpace.exp ((-lam) • bondHop φ a b)) := by
  have hK : channel (Real.pi / 2) φ a b = bondHop φ a b := by simp [channel]
  have h1 := h.channel_algebra (Real.pi / 2) φ
  have h2 := (h.decoupling_iff (Real.pi / 2) φ dtau V lam).mpr hl
  rw [hK] at h1 h2
  exact ⟨h1.1, h1.2, h2⟩
```

Q: Could the hypotheses be contradictory, making all this empty?

A: No. In the basis $|0\rangle$, $a^\dagger|0\rangle$, $b^\dagger|0\rangle$, $a^\dagger b^\dagger|0\rangle$, explicit $4\times4$ matrices satisfy them. The entry $-1$ is the fermionic sign, and the proof checks every matrix element.

```lean
/-- Explicit four-dimensional matrices satisfy the two-mode anticommutation relations. -/
theorem isFermionPair_witness :
    IsFermionPair (!![0, 1, 0, 0; 0, 0, 0, 0; 0, 0, 0, 1; 0, 0, 0, 0] : Matrix _ _ ℂ)
      !![0, 0, 1, 0; 0, 0, 0, -1; 0, 0, 0, 0; 0, 0, 0, 0] := by
  -- expand the products into entries before evaluating them
  constructor <;> ext i j <;>
    simp only [Matrix.add_apply, Matrix.mul_apply, Matrix.conjTranspose_apply,
      Fin.sum_univ_four] <;>
    fin_cases i <;> fin_cases j <;> simp

end

end BondHubbardStratonovich
```

```lean
#print axioms BondHubbardStratonovich.IsFermionPair.bondHop_decoupling
```

```
'BondHubbardStratonovich.IsFermionPair.bondHop_decoupling' depends on axioms: [propext, Classical.choice, Quot.sound]
```

Q: What would I actually put in a code?

A: For each bond and time slice, store $s=\pm1$. In the hopping channel, multiply the two corresponding rows of the one-particle matrix by

$$\begin{pmatrix}\cosh\lambda&s\,e^{i\phi}\sinh\lambda\\ s\,e^{-i\phi}\sinh\lambda&\cosh\lambda\end{pmatrix},$$

and include the scalar $e^{-\Delta\tau V/4}/2$ in the weight. Hopping factors on bonds that share a site generally don't commute, so keep their order fixed. This one-particle form is the usual translation of the Fock-space identity, which is where the formal proof stops.

Q: So what remains my responsibility?

A: The identity gives auxiliary-field simulations an exact interaction step for one bond in a finite Fock space, using a two-term sum instead of a Gaussian integral. The Trotter error from splitting off the kinetic energy, the sign of the weights and the sampling efficiency remain separate questions.
